# Every density in the convex hull of a finite classical lattice gas's occupation vectors is a ground-ensemble density

## Configurations, ensembles and potentials

A lattice gas has a finite set $S$ of configurations and a finite set $L$ of sites. Configuration $s$ has a real energy $E_s$, interactions included, and an occupation vector $n(s)\in\mathbb R^L$ with components $n_i(s)$. An ensemble is a probability distribution $p$ on $S$. Its density and internal energy are

$$d_i(p)=\sum_s p_s\,n_i(s),\qquad U(p)=\sum_s p_sE_s .$$

A site potential $v\in\mathbb R^L$ changes the energy of $s$ to $E_s+v\cdot n(s)$, so a positive $v_i$ repels particles from site $i$. A ground ensemble in $v$ has weight only on configurations that minimise this energy.

## Which densities can a potential produce?

Density functional theory treats the density as the basic variable, which raises the question of which densities are ground-state densities in some potential. For this finite classical gas at zero temperature, the answer is:

> A vector $\rho\in\mathbb R^L$ lies in the convex hull of the vectors $n(s)$ if and only if some potential $v$ has a ground ensemble of density $\rho$.

The boundary of the hull is included. If each site is empty or singly occupied and all such configurations are allowed, the hull is the cube $[0,1]^L$, and a finite potential produces even densities with some sites exactly empty or full.

This is representability by ensembles. A single configuration may not suffice: one site with occupations 0 and 1 has density $1/2$ only as a mixture.

## Derivation

**Hulls are sets of densities.** Let $M\subseteq S$. The densities of ensembles supported on $M$ form a convex set, because $d$ is linear and mixing two such ensembles keeps the support in $M$. This set contains every $n(s)$ with $s\in M$, hence their hull. Conversely, each such density is a convex combination of these vectors. Taking $M=S$ shows that every ground-ensemble density lies in the full hull, and that every $\rho$ in the hull is $d(q)$ for some ensemble $q$.

**A penalty generates a potential.** For $k>0$, let $p$ minimise

$$F(p)=U(p)+\frac k2\sum_i\bigl(d_i(p)-\rho_i\bigr)^2$$

over all ensembles. A minimiser exists because $F$ is continuous and the set of ensembles is compact. Put $v_i=k(d_i(p)-\rho_i)$. Suppose that $p_s>0$ but some $t$ has lower energy in $v$, so that

$$a=E_t-E_s+v\cdot\bigl(n(t)-n(s)\bigr)<0 .$$

Moving weight $\delta\in(0,p_s]$ from $s$ to $t$ changes $F$ by

$$\delta a+\frac{k\delta^2}{2}\sum_i\bigl(n_i(t)-n_i(s)\bigr)^2,$$

which is negative for small $\delta$. This contradicts minimality, so $p$ is a ground ensemble in $v$.

**A stiff penalty gives a close density.** Let $g$ minimise $U$. The penalty vanishes at $q$, so $F(p)\le F(q)$ gives

$$\frac k2\sum_i\bigl(d_i(p)-\rho_i\bigr)^2\le U(q)-U(p)\le U(q)-U(g)<C,$$

with $C=U(q)-U(g)+1$. For $\varepsilon>0$ and $k=2C/\varepsilon^2$, every site density is within $\varepsilon$ of $\rho_i$.

**Finitely many hulls close the gap.** Let $M_v$ be the set of minimisers in $v$. By the first step, the ground-ensemble densities in $v$ form the hull of $\{n(s):s\in M_v\}$, which is closed. Since $S$ has finitely many subsets, only finitely many different hulls occur as $v$ varies, and their union is closed. It contains points arbitrarily close to $\rho$, hence $\rho$ itself. So $\rho$ is a ground-ensemble density in some $v$. The argument does not use convergence of the approximating potentials.

## The statement in Lean

The theorem is `vRepresentable_iff`. The types `S` and `L` are the configurations and sites, `n s i` is $n_i(s)$, and `convexHull ℝ (Set.range n)` is the hull. Membership of `stdSimplex ℝ S` says that the weights are nonnegative and sum to one. `IsGroundEnsemble` adds that every `s` with `p s ≠ 0` has least `configEnergy`. The name `density` means the mean occupation of each site, not particles per volume.

Occupations may be any real numbers, and nothing is assumed about the form of the interaction. If `S` is empty, both sides of the equivalence are false.

The result bears on ensemble v-representability in lattice density functional theory, for models whose Hamiltonian is diagonal in the occupations; hopping between sites is excluded. Describing a real system by a finite list of configurations with fixed energies is a physical approximation that the hypotheses do not justify.

## Infinitely many configurations

Finiteness of $S$ cannot be weakened to countability, even if every potential has a minimiser. Take one site, a configuration with occupation 0 and energy 0, and for $m=1,2,\dots$ a configuration with occupation $1/m^2$ and energy $-1/m$. Density 0 requires all weight on the empty configuration. In any potential $v$, however, configuration $m$ has energy $-1/m+v/m^2$, which is negative once $m>v$. The boundary density 0 is therefore never reached. With its fractional occupations this is a mathematical example, not a gas of whole particles.

## The complete file

```lean
import Mathlib

open Matrix

namespace LatticeGasRepresentability

noncomputable section

variable {S L : Type*} [Fintype S] [Fintype L]

/-- The mean occupation of each site in the ensemble with weights `p`. -/
def density (n : S → L → ℝ) (p : S → ℝ) : L → ℝ := fun i => ∑ s, p s * n s i

/-- The mean energy of an ensemble without external potential. -/
def internalEnergy (E p : S → ℝ) : ℝ := ∑ s, p s * E s

/-- The energy `E_s + v·n(s)` of a configuration in the site potential `v`. -/
def configEnergy (E : S → ℝ) (n : S → L → ℝ) (v : L → ℝ) (s : S) : ℝ := E s + v ⬝ᵥ n s

/-- A probability distribution supported on configurations of least energy in `v`. -/
def IsGroundEnsemble (E : S → ℝ) (n : S → L → ℝ) (v : L → ℝ) (p : S → ℝ) : Prop :=
  p ∈ stdSimplex ℝ S ∧ ∀ s, p s ≠ 0 → ∀ t, configEnergy E n v s ≤ configEnergy E n v t

/-- Internal energy plus a quadratic penalty of stiffness `k` for missing the density `ρ`. -/
def penalised (E : S → ℝ) (n : S → L → ℝ) (k : ℝ) (ρ : L → ℝ) (p : S → ℝ) : ℝ :=
  internalEnergy E p + k / 2 * ∑ i, (density n p i - ρ i) ^ 2

omit [Fintype L] in
/-- The convex hull of the occupation vectors of a set `M` of configurations consists of the
densities of the ensembles supported on `M`. -/
theorem mem_hull_iff (n : S → L → ℝ) (M : Set S) (ρ : L → ℝ) :
    ρ ∈ convexHull ℝ (n '' M) ↔
      ∃ p ∈ stdSimplex ℝ S, (∀ s, p s ≠ 0 → s ∈ M) ∧ density n p = ρ := by
  classical
  constructor
  · refine fun h => convexHull_min (t := {x | ∃ p ∈ stdSimplex ℝ S,
      (∀ s, p s ≠ 0 → s ∈ M) ∧ density n p = x}) ?_ ?_ h
    · rintro _ ⟨s, hs, rfl⟩
      refine ⟨Pi.single s 1, single_mem_stdSimplex ℝ s, fun u hu => ?_, ?_⟩
      · by_cases e : u = s
        · rwa [e]
        · exact (hu (Pi.single_eq_of_ne e _)).elim
      · ext i; simp [density, Pi.single_apply]
    · rintro _ ⟨p, hp, hpM, rfl⟩ _ ⟨q, hq, hqM, rfl⟩ a b ha hb hab
      refine ⟨a • p + b • q, convex_stdSimplex ℝ S hp hq ha hb hab, fun s hs => ?_, ?_⟩
      · by_contra hM
        have h1 : p s = 0 := by_contra fun h => hM (hpM s h)
        have h2 : q s = 0 := by_contra fun h => hM (hqM s h)
        exact hs (by simp [h1, h2])
      · ext i
        simp only [density, Pi.add_apply, Pi.smul_apply, smul_eq_mul, Finset.mul_sum,
          ← Finset.sum_add_distrib]
        exact Finset.sum_congr rfl fun s _ => by ring
  · rintro ⟨p, hp, hM, rfl⟩
    have h1 : ∑ s with p s ≠ 0, p s = 1 := by
      rw [Finset.sum_filter_of_ne]
      exacts [hp.2, fun s _ h => h]
    have e : ∑ s with p s ≠ 0, p s • n s = density n p := by
      rw [Finset.sum_filter_of_ne]
      · ext i; simp [density, Finset.sum_apply]
      · intro s _ h h0
        exact h (by rw [h0, zero_smul])
    rw [← e]
    exact (convex_convexHull ℝ _).sum_mem (fun s _ => hp.1 s) h1
      (fun s hs => subset_convexHull ℝ _ ⟨s, hM s (Finset.mem_filter.mp hs).2, rfl⟩)

/-- In an ensemble `p`, a weight `δ ≥ 0` that is at most `p s` can be moved from configuration `s`
to `t`; the mean of every function `f` then changes by `δ (f t - f s)`. -/
theorem exists_transfer {p : S → ℝ} (hp : p ∈ stdSimplex ℝ S) (s t : S) {δ : ℝ}
    (h0 : 0 ≤ δ) (h1 : δ ≤ p s) : ∃ q ∈ stdSimplex ℝ S, ∀ f : S → ℝ,
      ∑ u, q u * f u = ∑ u, p u * f u + δ * (f t - f s) := by
  classical
  have hsum : ∀ f : S → ℝ, ∑ u, (p u + δ * ((if u = t then (1 : ℝ) else 0) -
      (if u = s then (1 : ℝ) else 0))) * f u = ∑ u, p u * f u + δ * (f t - f s) := by
    intro f
    simp only [add_mul, mul_assoc, sub_mul, Finset.sum_add_distrib, ← Finset.mul_sum,
      Finset.sum_sub_distrib, ite_mul, one_mul, zero_mul, Finset.sum_ite_eq',
      Finset.mem_univ, if_true]
  refine ⟨_, ⟨fun u => ?_, ?_⟩, hsum⟩
  · have i1 : 0 ≤ (if u = t then (1 : ℝ) else 0) := by split_ifs <;> norm_num
    have i2 : δ * (if u = s then (1 : ℝ) else 0) ≤ p u := by
      split_ifs with h
      · rw [h]; linarith
      · have := hp.1 u
        linarith
    nlinarith [mul_nonneg h0 i1]
  · have h := hsum (fun _ => 1)
    simp only [mul_one, sub_self, mul_zero, add_zero] at h
    exact h.trans hp.2

/-- An ensemble minimising the penalised energy is a ground ensemble of the potential
`k (density - ρ)`. -/
theorem ground_of_penalised_min {E : S → ℝ} {n : S → L → ℝ} {k : ℝ} {ρ : L → ℝ} {p : S → ℝ}
    (hp : p ∈ stdSimplex ℝ S)
    (hmin : ∀ q ∈ stdSimplex ℝ S, penalised E n k ρ p ≤ penalised E n k ρ q) :
    IsGroundEnsemble E n (fun i => k * (density n p i - ρ i)) p := by
  refine ⟨hp, fun s hs t => ?_⟩
  have hs0 : 0 < p s := lt_of_le_of_ne (hp.1 s) (Ne.symm hs)
  by_contra hlt
  have hlt := not_le.mp hlt
  have hdiff : configEnergy E n (fun i => k * (density n p i - ρ i)) t -
      configEnergy E n (fun i => k * (density n p i - ρ i)) s =
      E t - E s + k * ∑ i, (density n p i - ρ i) * (n t i - n s i) := by
    have e : ∑ i, k * (density n p i - ρ i) * n t i - ∑ i, k * (density n p i - ρ i) * n s i
        = k * ∑ i, (density n p i - ρ i) * (n t i - n s i) := by
      rw [← Finset.sum_sub_distrib, Finset.mul_sum]
      exact Finset.sum_congr rfl fun i _ => by ring
    simp only [configEnergy, dotProduct]
    linarith
  obtain ⟨a, ha⟩ : ∃ a, a = E t - E s + k * ∑ i, (density n p i - ρ i) * (n t i - n s i) :=
    ⟨_, rfl⟩
  obtain ⟨C, hC⟩ : ∃ C, C = k * ∑ i, (n t i - n s i) ^ 2 := ⟨_, rfl⟩
  have ha0 : a < 0 := by linarith
  have hpos : 0 < |C| + 1 := by positivity
  -- a transfer so small that the linear gain beats the quadratic penalty
  obtain ⟨δ, hδ, hδs, hδa⟩ : ∃ δ : ℝ, 0 < δ ∧ δ ≤ p s ∧ δ * (|C| + 1) ≤ -a :=
    ⟨min (p s) (-a / (|C| + 1)), lt_min hs0 (div_pos (by linarith) hpos), min_le_left _ _,
      (le_div_iff₀ hpos).mp (min_le_right _ _)⟩
  obtain ⟨q, hq, hqf⟩ := exists_transfer hp s t hδ.le hδs
  have hE : internalEnergy E q = internalEnergy E p + δ * (E t - E s) := hqf E
  have hd : ∀ i, density n q i = density n p i + δ * (n t i - n s i) :=
    fun i => hqf (fun u => n u i)
  have hsq : ∑ i, (density n q i - ρ i) ^ 2 = ∑ i, (density n p i - ρ i) ^ 2 +
      2 * δ * ∑ i, (density n p i - ρ i) * (n t i - n s i) +
      δ ^ 2 * ∑ i, (n t i - n s i) ^ 2 := by
    rw [Finset.mul_sum, Finset.mul_sum, ← Finset.sum_add_distrib, ← Finset.sum_add_distrib]
    exact Finset.sum_congr rfl fun i _ => by rw [hd i]; ring
  have h := hmin q hq
  unfold penalised at h
  rw [hE, hsq] at h
  have h2 : 0 ≤ δ * (a + δ * C / 2) := by
    rw [ha, hC]
    linarith
  have h3 := mul_le_mul_of_nonneg_left (le_abs_self C) hδ.le
  have h4 : a + δ * C / 2 < 0 := by linarith
  exact absurd h2 (not_le.mpr (mul_neg_of_pos_of_neg hδ h4))

/-- The density of any ensemble is approximated, to any accuracy on all sites, by densities of
ground ensembles. -/
theorem exists_ground_near (E : S → ℝ) (n : S → L → ℝ) {q : S → ℝ}
    (hq : q ∈ stdSimplex ℝ S) {ε : ℝ} (hε : 0 < ε) :
    ∃ v p, IsGroundEnsemble E n v p ∧ ∀ i, |density n p i - density n q i| < ε := by
  have hK : IsCompact (stdSimplex ℝ S) := isCompact_stdSimplex ..
  have hcE : Continuous (internalEnergy E) := by
    show Continuous fun p : S → ℝ => ∑ s, p s * E s
    fun_prop
  obtain ⟨g, _, hg⟩ := hK.exists_isMinOn ⟨q, hq⟩ hcE.continuousOn
  have hgq := isMinOn_iff.mp hg q hq
  obtain ⟨C, hC⟩ : ∃ C, C = internalEnergy E q - internalEnergy E g + 1 := ⟨_, rfl⟩
  have hC0 : 0 < C := by linarith
  obtain ⟨k, hk0, hkε⟩ : ∃ k : ℝ, 0 < k ∧ k / 2 * ε ^ 2 = C :=
    ⟨2 * C / ε ^ 2, by positivity, by field_simp⟩
  have hc : Continuous (penalised E n k (density n q)) := by
    show Continuous fun p : S → ℝ =>
      (∑ s, p s * E s) + k / 2 * ∑ i, ((∑ s, p s * n s i) - density n q i) ^ 2
    fun_prop
  obtain ⟨p, hp, hmin⟩ := hK.exists_isMinOn ⟨q, hq⟩ hc.continuousOn
  refine ⟨_, p, ground_of_penalised_min hp (isMinOn_iff.mp hmin), fun i => ?_⟩
  -- the penalty is at most the internal energy gained, which is bounded
  have h := isMinOn_iff.mp hmin q hq
  have hgp := isMinOn_iff.mp hg p hp
  have z : ∑ i, (density n q i - density n q i) ^ 2 = 0 := by simp
  unfold penalised at h
  rw [z] at h
  have hS : ∑ i, (density n p i - density n q i) ^ 2 < ε ^ 2 := by
    by_contra hn
    have := mul_le_mul_of_nonneg_left (not_lt.mp hn) (half_pos hk0).le
    linarith
  have hi : (density n p i - density n q i) ^ 2 ≤ ∑ j, (density n p j - density n q j) ^ 2 :=
    Finset.single_le_sum (f := fun j => (density n p j - density n q j) ^ 2)
      (fun j _ => sq_nonneg _) (Finset.mem_univ i)
  exact abs_lt_of_sq_lt_sq (hi.trans_lt hS) hε.le

/-- A density is that of a ground ensemble in some potential exactly when it lies in the convex
hull of the occupation vectors, boundary included. -/
theorem vRepresentable_iff (E : S → ℝ) (n : S → L → ℝ) (ρ : L → ℝ) :
    ρ ∈ convexHull ℝ (Set.range n) ↔
      ∃ v p, IsGroundEnsemble E n v p ∧ density n p = ρ := by
  rw [← Set.image_univ]
  constructor
  · intro hρ
    obtain ⟨q, hq, _, rfl⟩ := (mem_hull_iff n _ ρ).mp hρ
    let m : (L → ℝ) → Set S := fun v => {s | ∀ t, configEnergy E n v s ≤ configEnergy E n v t}
    -- only finitely many sets of minimisers occur, so the union of their hulls is closed
    have hcl : IsClosed (⋃ M ∈ Set.range m, convexHull ℝ (n '' M)) := by
      refine (Set.toFinite (Set.range m)).isClosed_biUnion fun M _ => ?_
      apply Set.Finite.isClosed_convexHull
      exact Set.toFinite _
    have hmem : density n q ∈ closure (⋃ M ∈ Set.range m, convexHull ℝ (n '' M)) := by
      rw [Metric.mem_closure_iff]
      intro ε hε
      obtain ⟨v, p, hp, hnear⟩ := exists_ground_near E n hq hε
      refine ⟨density n p, Set.mem_iUnion₂.mpr ⟨m v, ⟨v, rfl⟩,
        (mem_hull_iff n _ _).mpr ⟨p, hp.1, hp.2, rfl⟩⟩, (dist_pi_lt_iff hε).2 fun i => ?_⟩
      rw [Real.dist_eq, abs_sub_comm]
      exact hnear i
    obtain ⟨_, ⟨v, rfl⟩, h⟩ := Set.mem_iUnion₂.mp (hcl.closure_subset hmem)
    obtain ⟨p, hp, hpM, hpρ⟩ := (mem_hull_iff n _ _).mp h
    exact ⟨v, p, ⟨hp, hpM⟩, hpρ⟩
  · rintro ⟨v, p, hp, rfl⟩
    exact (mem_hull_iff n _ _).mpr ⟨p, hp.1, fun s _ => Set.mem_univ s, rfl⟩

end

end LatticeGasRepresentability
```

```lean
#print axioms LatticeGasRepresentability.vRepresentable_iff
-- 'LatticeGasRepresentability.vRepresentable_iff' depends on axioms: [propext, Classical.choice, Quot.sound]
```

## From the derivation to the code

`mem_hull_iff` is the first step, for an arbitrary set `M`. One direction uses `convexHull_min`, the other writes the density as a convex combination over the configurations with nonzero weight.

`exists_transfer` moves the weight $\delta$ and gives the change of $\sum_u p_uf(u)$ for every function $f$ at once. `ground_of_penalised_min` chooses `δ` as the smaller of `p s` and `-a / (|C| + 1)`, then applies the transfer to the energy and to each site occupation. There `C` is $k\sum_i(n_i(t)-n_i(s))^2$, not the energy bound of the derivation.

`exists_ground_near` obtains both minimisers, `g` and `p`, from compactness through `exists_isMinOn` and carries out the penalty estimate. The main theorem turns this estimate into membership of a closure.

## A union indexed by sets of minimisers

A union of closed sets over all potentials need not be closed. The code therefore defines `m v` as the set of minimisers in `v` and takes the union over `M ∈ Set.range m`. This range is a collection of subsets of the finite type `S`, so `Set.toFinite` proves it finite, and `isClosed_biUnion` then gives closedness.

No potential is lost in this indexing. Membership of the union supplies a set `M` together with a proof that it lies in the range of `m`, and unpacking that proof returns a `v` with `m v = M`. This is the potential that the theorem needs.
